# The moment of inertia of positive point masses about an axis vanishes exactly when all of them lie on it

For finitely many point masses, all positive, with inertia tensor I taken about the origin, the theorem `inertia_quadratic_eq_zero_iff` says that n · I n = 0 for a nonzero vector n exactly when every position is a real multiple of n, that is, when every mass lies on the line through the origin along n. The vector n need not be a unit vector, so n · I n is |n|² times the moment of inertia about that line. The proof writes the quadratic form as the sum of m |n × r|² over the masses. No term is negative, so the sum is zero only if each term is, and since the masses are positive this forces n × r = 0 for each, which means that r is a multiple of n.

Lean 4 with Mathlib refuses this proof:

```lean
import Mathlib

open Matrix

namespace InertiaQuadraticEqZeroIff

variable {ι : Type*} [Fintype ι]

/-- The inertia tensor about the origin of point masses `m i` at positions `r i`:
the sum of `m (|r|² 1 - r rᵀ)`. -/
def inertia (m : ι → ℝ) (r : ι → Fin 3 → ℝ) : Matrix (Fin 3) (Fin 3) ℝ :=
  ∑ i, m i • ((r i ⬝ᵥ r i) • (1 : Matrix (Fin 3) (Fin 3) ℝ) - vecMulVec (r i) (r i))

/-- The inertia tensor applied to an angular velocity `ω` gives the angular momentum
`∑ m r × (ω × r)` of the rigid rotation. -/
theorem inertia_mulVec (m : ι → ℝ) (r : ι → Fin 3 → ℝ) (ω : Fin 3 → ℝ) :
    inertia m r *ᵥ ω = ∑ i, m i • (r i ⨯₃ (ω ⨯₃ r i)) := by
  ext j
  simp only [inertia, mulVec, dotProduct, Fin.sum_univ_three, Matrix.sum_apply,
    Finset.sum_apply, Finset.sum_mul, ← Finset.sum_add_distrib]
  refine Finset.sum_congr rfl fun i _ => ?_
  fin_cases j <;> simp [cross_apply, vecMulVec_apply] <;> ring

/-- The quadratic form of the inertia tensor is `∑ m |ω × r|²`, twice the kinetic energy
of rotation with angular velocity `ω`. -/
theorem inertia_quadratic (m : ι → ℝ) (r : ι → Fin 3 → ℝ) (ω : Fin 3 → ℝ) :
    ω ⬝ᵥ (inertia m r *ᵥ ω) = ∑ i, m i * ((ω ⨯₃ r i) ⬝ᵥ (ω ⨯₃ r i)) := by
  rw [inertia_mulVec]
  simp only [dotProduct, Fin.sum_univ_three, Finset.sum_apply, Finset.mul_sum,
    ← Finset.sum_add_distrib]
  refine Finset.sum_congr rfl fun i _ => ?_
  simp [cross_apply]
  ring

/-- The cross product of a nonzero vector `n` with `r` vanishes exactly when `r` is a
scalar multiple of `n`. -/
theorem cross_eq_zero_iff_multiple {n : Fin 3 → ℝ} (hn : n ≠ 0) (r : Fin 3 → ℝ) :
    n ⨯₃ r = 0 ↔ ∃ c : ℝ, r = c • n := by
  constructor
  · intro h
    have h0 : n 1 * r 2 - n 2 * r 1 = 0 := by simpa [cross_apply] using congrFun h 0
    have h1 : n 2 * r 0 - n 0 * r 2 = 0 := by simpa [cross_apply] using congrFun h 1
    have h2 : n 0 * r 1 - n 1 * r 0 = 0 := by simpa [cross_apply] using congrFun h 2
    -- the double cross product n × (n × r) = 0, written out
    have key : (n ⬝ᵥ n) • r = (n ⬝ᵥ r) • n := by
      funext j
      fin_cases j
      · change (n ⬝ᵥ n) * r 0 = (n ⬝ᵥ r) * n 0
        simp only [dotProduct, Fin.sum_univ_three]
        linear_combination n 2 * h1 - n 1 * h2
      · change (n ⬝ᵥ n) * r 1 = (n ⬝ᵥ r) * n 1
        simp only [dotProduct, Fin.sum_univ_three]
        linear_combination n 0 * h2 - n 2 * h0
      · change (n ⬝ᵥ n) * r 2 = (n ⬝ᵥ r) * n 2
        simp only [dotProduct, Fin.sum_univ_three]
        linear_combination n 1 * h0 - n 0 * h1
    have hnn : n ⬝ᵥ n ≠ 0 := fun h => hn (dotProduct_self_eq_zero.1 h)
    refine ⟨(n ⬝ᵥ n)⁻¹ * (n ⬝ᵥ r), ?_⟩
    rw [mul_smul, ← key, smul_smul, inv_mul_cancel₀ hnn, one_smul]
  · rintro ⟨c, rfl⟩
    rw [map_smul, cross_self, smul_zero]

/-- For positive masses, the quadratic form of the inertia tensor vanishes at a nonzero
vector `n` exactly when every mass lies on the axis through the origin along `n`. -/
theorem inertia_quadratic_eq_zero_iff {m : ι → ℝ} (hm : ∀ i, 0 < m i)
    (r : ι → Fin 3 → ℝ) {n : Fin 3 → ℝ} (hn : n ≠ 0) :
    n ⬝ᵥ (inertia m r *ᵥ n) = 0 ↔ ∀ i, ∃ c : ℝ, r i = c • n := by
  rw [inertia_quadratic, Finset.sum_eq_zero_iff_of_nonneg fun i _ =>
    mul_nonneg (hm i).le (Finset.sum_nonneg fun _ _ => mul_self_nonneg _)]
  refine ⟨fun h i => ?_, fun h i _ => ?_⟩
  · -- a positive mass contributes nothing only if n × r = 0
    have hi := (mul_eq_zero.1 (h i (Finset.mem_univ i))).resolve_left (hm i).ne'
    exact (cross_eq_zero_iff_multiple hn (r i)).1 (dotProduct_self_eq_zero.1 hi)
  · rw [(cross_eq_zero_iff_multiple hn (r i)).2 (h i), dotProduct_zero, mul_zero]

end InertiaQuadraticEqZeroIff
```

The error:

```
Main.lean:68:25: error: Tactic `rewrite` failed: Did not find an occurrence of the pattern
  ∑ i ∈ ?m.47, m i * ∑ i_1 ∈ ?m.74 i, ?m.86 i i_1 * ?m.86 i i_1 = 0
in the target expression
  ∑ i, m i * (crossProduct n) (r i) ⬝ᵥ (crossProduct n) (r i) = 0 ↔ ∀ (i : ι), ∃ c, r i = c • n

ι : Type u_1
inst✝ : Fintype ι
m : ι → ℝ
hm : ∀ (i : ι), 0 < m i
r : ι → Fin 3 → ℝ
n : Fin 3 → ℝ
hn : n ≠ 0
⊢ ∑ i, m i * (crossProduct n) (r i) ⬝ᵥ (crossProduct n) (r i) = 0 ↔ ∀ (i : ι), ∃ c, r i = c • n
```

The error is in the second rewrite, with `Finset.sum_eq_zero_iff_of_nonneg`. The lemma has to be told which terms are summed, and here Lean could learn this only from the proof that they are nonnegative. That proof uses `Finset.sum_nonneg`, so the pattern came out as `m i` times an explicit inner sum of squares. In the goal the same factor is written as a dot product, `⬝ᵥ`. The two are equal by the definition of `dotProduct`, but `rw` does not unfold that definition when it looks for the pattern, and so it found no match.

The repair first states the nonnegativity as `hpos`, with the terms written as dot products, as in the goal. The proof of `hpos` is the old one, and it is accepted because Lean does unfold `dotProduct` when it checks a proof against a stated type. Given `hpos`, the lemma takes its terms from that statement, and the left side of the rewrite now matches the goal.

After these edits no error is left:

```diff
@@ -66,6 +66,7 @@
     (r : ι → Fin 3 → ℝ) {n : Fin 3 → ℝ} (hn : n ≠ 0) :
     n ⬝ᵥ (inertia m r *ᵥ n) = 0 ↔ ∀ i, ∃ c : ℝ, r i = c • n := by
-  rw [inertia_quadratic, Finset.sum_eq_zero_iff_of_nonneg fun i _ =>
-    mul_nonneg (hm i).le (Finset.sum_nonneg fun _ _ => mul_self_nonneg _)]
+  have hpos : ∀ i ∈ Finset.univ, 0 ≤ m i * ((n ⨯₃ r i) ⬝ᵥ (n ⨯₃ r i)) := fun i _ =>
+    mul_nonneg (hm i).le (Finset.sum_nonneg fun _ _ => mul_self_nonneg _)
+  rw [inertia_quadratic, Finset.sum_eq_zero_iff_of_nonneg hpos]
   refine ⟨fun h i => ?_, fun h i _ => ?_⟩
   · -- a positive mass contributes nothing only if n × r = 0
```
